# A lower trial energy can come with a larger constraint bias: a two-level example

**A:** You have two candidate trial functions for a projector Monte Carlo run on a lattice, the run uses a sign constraint, and you must pick one. Variational energies are cheap, so you rank the candidates by them. If your code's constrained energies are upper bounds on the exact one, compare those too before trusting that ranking: already for a two-level Hamiltonian, the trial with the lower variational energy can give the worse constrained energy. The theorems below prove this for the simplest constraint, which deletes the couplings that violate the sign rule of the trial.

**Q:** Show me by hand first.

**A:** Label the configurations 0 and 1, and take

$$H=\begin{pmatrix}0&-2\\-2&3\end{pmatrix},\qquad T=(4,-1),\qquad T'=(1,4).$$

Both trials have squared norm 17; normalised, they are $(4,-1)/\sqrt{17}$ and $(1,4)/\sqrt{17}$. Their energies are

$$E_T=\frac{0\cdot16+16+3}{17}=\frac{19}{17},\qquad E_{T'}=\frac{0-16+48}{17}=\frac{32}{17}.$$

The constraint keeps an off-diagonal element only if $T_iH_{ij}T_j<0$. For $T$ the product is $4\cdot(-2)\cdot(-1)=8$, so the coupling is deleted. What remains is $\mathrm{diag}(0,3)$, with lowest eigenvalue 0. For $T'$ the product is $1\cdot(-2)\cdot4=-8$, so $H$ survives intact. Its eigenvalues solve $\mu^2-3\mu-4=0$, which gives $-1$ and $4$. Call the constrained lowest eigenvalue minus the exact one the constraint bias. The trial with the better energy then has a bias of 1, and the other trial has none.

The ground state is $(2,1)/\sqrt5$. $T'$ has its signs right and its amplitudes badly wrong; $T$ has most of its weight in the right place and one wrong sign. The energy weighs both kinds of error, whereas this constraint reads only signs.

**Q:** Where does that sign rule sit in a real code?

**A:** In the importance-sampled walk. With time step $\tau$, a move from $j$ to $i\neq j$ carries the weight $-\tau\,T_iH_{ij}/T_j$, which, for $T_j\neq0$, is positive exactly when $T_iH_{ij}T_j<0$. The code tests this product for each proposed move and sets the weight to zero if the test fails. The Lean definition applies the same test to the whole matrix, for any finite set `n` of configurations.

```lean
import Mathlib

open Matrix

namespace TrialEnergyVersusConstraintBias

noncomputable section

variable {n : Type*} [Fintype n] [DecidableEq n]

/-- The constrained Hamiltonian: the diagonal is kept, and an off-diagonal element `H i j`
is kept only if `T i * H i j * T j < 0`. -/
def constrained (H : Matrix n n ℝ) (T : n → ℝ) : Matrix n n ℝ :=
  Matrix.of fun i j => if i = j ∨ T i * H i j * T j < 0 then H i j else 0
```

**Q:** Lattice fixed-node codes also add the discarded elements, weighted by $T_j/T_i$, to the diagonal. I don't see that.

**A:** It isn't there. `constrained` is plain deletion, without the sign-flip term that makes the fixed-node energy an upper bound. In our example the term would add $H_{01}T_1/T_0=1/2$ to level 0 and $H_{10}T_0/T_1=8$ to level 1. The constrained matrix for $T$ becomes $\mathrm{diag}(1/2,11)$, and its lowest eigenvalue $1/2$ is still above $-1$. That variant is my arithmetic and has no theorem below. The constraints of auxiliary-field Monte Carlo, which act on overlaps between walkers and the trial, are not modelled either.

**Q:** And "energy" and "lowest eigenvalue" mean what I expect?

**A:** The energy is the Rayleigh quotient, so the trial need not be normalised. `IsLowestEigenvalue A e` says that `e` belongs to the set of real numbers with a nonzero real eigenvector, and that no member of the set is smaller. For the real symmetric two-level matrices used here, that is the ground-state energy.

```lean
/-- The variational energy of a real trial vector. -/
def energy (H : Matrix n n ℝ) (T : n → ℝ) : ℝ := (T ⬝ᵥ H *ᵥ T) / (T ⬝ᵥ T)

/-- The number `e` is the smallest real eigenvalue of `A`. -/
def IsLowestEigenvalue (A : Matrix n n ℝ) (e : ℝ) : Prop :=
  IsLeast {μ : ℝ | ∃ x : n → ℝ, x ≠ 0 ∧ A *ᵥ x = μ • x} e
```

**Q:** One numerical example could be an accident.

**A:** So take levels $a<b$ with coupling $-t$, $t>0$, and trials $T=(c,-1)$, $T'=(1,c)$ with $c>0$. The exact ground energy is the lower root of the secular equation:

$$E_0=\frac{a+b}{2}-R,\qquad R=\sqrt{\left(\frac{b-a}{2}\right)^2+t^2}.$$

```lean
/-- Two levels `a` and `b` coupled by the matrix element `-t`. -/
def twoLevel (a b t : ℝ) : Matrix (Fin 2) (Fin 2) ℝ := !![a, -t; -t, b]

/-- The lower root of the secular equation of the two-level Hamiltonian. -/
def groundEnergy (a b t : ℝ) : ℝ := (a + b) / 2 - Real.sqrt (((b - a) / 2) ^ 2 + t ^ 2)
```

**Q:** You said the constraint reads only signs. Is that proved?

**A:** Yes, for any finite number of configurations. Replace $T_i$ by $d_iT_i$ with every $d_i>0$. The tested product is multiplied by $d_id_j>0$, so its sign stays the same. The proof pulls out that factor with `ring` and then argues both directions of the equivalence.

```lean
omit [Fintype n] in
/-- Rescaling the trial amplitudes by positive factors does not change the constrained
Hamiltonian. -/
theorem constrained_rescale (H : Matrix n n ℝ) (T d : n → ℝ) (hd : ∀ i, 0 < d i) :
    constrained H (fun i => d i * T i) = constrained H T := by
  ext i j
  have h : d i * T i * H i j * (d j * T j) < 0 ↔ T i * H i j * T j < 0 := by
    rw [show d i * T i * H i j * (d j * T j) = (d i * d j) * (T i * H i j * T j) by ring]
    have hp := mul_pos (hd i) (hd j)
    constructor
    · intro h
      by_contra hc
      exact absurd h (not_lt_of_ge (mul_nonneg hp.le (not_lt.mp hc)))
    · intro h
      exact mul_neg_of_pos_of_neg hp h
  simp only [constrained, Matrix.of_apply, h]
```

**Q:** When does the constraint do no damage at all?

**A:** The matrix is unchanged exactly when every nonzero off-diagonal element passes the test. If a nonzero element failed, the constrained matrix would have a zero in its place, so the two matrices would differ. Conversely, if all nonzero elements pass, only zeros are ever replaced by zero. The lemma concerns equality of matrices; it does not say that a changed matrix must have a changed lowest eigenvalue.

```lean
omit [Fintype n] in
/-- The constraint leaves the Hamiltonian unchanged exactly when every nonzero off-diagonal
element satisfies the sign condition set by the trial vector. -/
theorem constrained_eq_self_iff (H : Matrix n n ℝ) (T : n → ℝ) :
    constrained H T = H ↔ ∀ i j, i ≠ j → H i j ≠ 0 → T i * H i j * T j < 0 := by
  constructor
  · intro h i j hij h0
    by_contra hc
    have h' := congrFun (congrFun h i) j
    simp only [constrained, Matrix.of_apply] at h'
    rw [if_neg (not_or.mpr ⟨hij, hc⟩)] at h'
    exact h0 h'.symm
  · intro h
    ext i j
    simp only [constrained, Matrix.of_apply]
    split_ifs with hc
    · rfl
    · obtain ⟨hij, hs⟩ := not_or.mp hc
      by_contra h0
      exact hs (h i j hij (fun h' => h0 h'.symm))
```

**Q:** How do you establish that a root is the lowest eigenvalue, and not merely an eigenvalue?

**A:** Suppose $(a-e)(b-e)=t^2$ with $e\le a$ and $e<b$. The vector $(b-e,\,t)$ is nonzero. Row 0 of the eigenvalue equation reads $a(b-e)-t^2=e(b-e)$, which is the secular equation; row 1 reads $-t(b-e)+bt=et$, an identity. For the example this vector is $(4,2)$, or $(2,1)/\sqrt5$ after normalisation.

Now take $\mu<e$ and set $\delta=e-\mu>0$. Then

$$(a-\mu)(b-\mu)-t^2=\delta(a-e)+\delta(b-e)+\delta^2>0.$$

With a nonzero determinant, $(H-\mu)x=0$ forces $x=0$, so no eigenvalue lies below $e$. In Lean, `nlinarith` proves the inequality from these same products. The two `linear_combination` steps labelled `e0` and `e1` combine the rows so that the determinant multiplies $x_0$ and $x_1$ separately.

```lean
/-- A root of the two-level secular equation that lies below `b` and not above `a` is the
lowest eigenvalue. -/
theorem twoLevel_lowest {a b t e : ℝ} (hs : (a - e) * (b - e) = t ^ 2)
    (ha : e ≤ a) (hb : e < b) : IsLowestEigenvalue (twoLevel a b t) e := by
  constructor
  · -- the explicit eigenvector
    refine ⟨![b - e, t], ?_, ?_⟩
    · intro h
      have h0 := congrFun h 0
      simp at h0
      linarith
    · ext i
      fin_cases i
      · simp [twoLevel, Matrix.mulVec, dotProduct, Fin.sum_univ_two]
        linear_combination hs
      · simp [twoLevel, Matrix.mulVec, dotProduct, Fin.sum_univ_two]
        ring
  · rintro μ ⟨x, hx, hμ⟩
    have h0 := congrFun hμ 0
    have h1 := congrFun hμ 1
    simp [twoLevel, Matrix.mulVec, dotProduct, Fin.sum_univ_two] at h0 h1
    by_contra hle
    have hlt : μ < e := not_le.mp hle
    -- below `e` the secular determinant is positive, so only the zero vector is left
    have hd : 0 < (a - μ) * (b - μ) - t ^ 2 := by
      nlinarith [mul_pos (sub_pos.2 hlt) (sub_pos.2 hb),
        mul_nonneg (sub_pos.2 hlt).le (sub_nonneg.2 ha),
        mul_pos (sub_pos.2 hlt) (sub_pos.2 hlt)]
    have e0 : ((a - μ) * (b - μ) - t ^ 2) * x 0 = 0 := by
      linear_combination (b - μ) * h0 + t * h1
    have e1 : ((a - μ) * (b - μ) - t ^ 2) * x 1 = 0 := by
      linear_combination t * h0 + (a - μ) * h1
    apply hx
    ext i
    fin_cases i
    · exact (mul_eq_zero.mp e0).resolve_left hd.ne'
    · exact (mul_eq_zero.mp e1).resolve_left hd.ne'
```

**Q:** Now the energy ordering.

**A:** For a trial $(x,y)$ the quotient is

$$\frac{ax^2-2txy+by^2}{x^2+y^2}.$$

```lean
/-- The variational energy of the trial vector `(x, y)` for two coupled levels. -/
theorem energy_twoLevel (a b t x y : ℝ) : energy (twoLevel a b t) ![x, y] =
    (a * x ^ 2 - 2 * t * x * y + b * y ^ 2) / (x ^ 2 + y ^ 2) := by
  have h1 : ![x, y] ⬝ᵥ twoLevel a b t *ᵥ ![x, y] =
      a * x ^ 2 - 2 * t * x * y + b * y ^ 2 := by
    simp [twoLevel, Matrix.mulVec, dotProduct, Fin.sum_univ_two]
    ring
  have h2 : ![x, y] ⬝ᵥ ![x, y] = x ^ 2 + y ^ 2 := by
    simp only [dotProduct, Fin.sum_univ_two, Matrix.cons_val_zero, Matrix.cons_val_one]
    ring
  rw [energy, h1, h2]
```

Both of our trials have denominator $c^2+1$, so only numerators matter:

$$ac^2+2tc+b<a-2tc+bc^2\iff 4tc<(b-a)(c^2-1).$$

Lean cancels the common positive denominator with `div_lt_div_iff_of_pos_right` and leaves the rearrangement to `nlinarith`.

```lean
/-- The trial `(c, -1)` has lower variational energy than `(1, c)` exactly when
`4 t c < (b - a) (c² - 1)`. -/
theorem energy_lt_iff (a b t c : ℝ) :
    energy (twoLevel a b t) ![c, -1] < energy (twoLevel a b t) ![1, c] ↔
      4 * t * c < (b - a) * (c ^ 2 - 1) := by
  have hp : 0 < c ^ 2 + (-1 : ℝ) ^ 2 := by nlinarith [sq_nonneg c]
  rw [energy_twoLevel, energy_twoLevel,
    show (1 : ℝ) ^ 2 + c ^ 2 = c ^ 2 + (-1) ^ 2 by ring, div_lt_div_iff_of_pos_right hp]
  constructor <;> intro h <;> nlinarith
```

**Q:** And the constraint for this family?

**A:** For $T$ the tested product is $c(-t)(-1)=tc>0$, so the coupling goes and `twoLevel a b 0` remains. For $T'$ it is $-tc<0$, so everything stays. The first half of the proof compares the four matrix entries; the second uses the criterion for an unchanged matrix. The positive product $tc$, named `p`, decides the signs in both.

```lean
/-- For `t, c > 0` the trial `(c, -1)` removes the coupling, while `(1, c)` keeps the full
Hamiltonian. -/
theorem constrained_twoLevel (a b : ℝ) {t c : ℝ} (ht : 0 < t) (hc : 0 < c) :
    constrained (twoLevel a b t) ![c, -1] = twoLevel a b 0 ∧
      constrained (twoLevel a b t) ![1, c] = twoLevel a b t := by
  have p := mul_pos ht hc
  constructor
  · ext i j
    fin_cases i <;> fin_cases j <;> simp [constrained, twoLevel]
    all_goals (intro h; exfalso; nlinarith [p])
  · rw [constrained_eq_self_iff]
    intro i j hij _
    fin_cases i <;> fin_cases j <;> simp [twoLevel] at hij ⊢ <;> nlinarith [p]
```

**Q:** Put it together, and tell me what you had to assume.

**A:** The assumptions are $a<b$, $t>0$, $c>0$ and the energy condition $4tc<(b-a)(c^2-1)$. The theorem gives five statements: $T$ has the lower variational energy; its constrained lowest eigenvalue is $a$; that of $T'$ is $E_0$; the exact one is also $E_0$; and $E_0<a$. The bias for $T$ is therefore $a-E_0>0$, and for $T'$ it is zero.

Two short calculations complete the derivation. Since $t^2>0$, we have $R>(b-a)/2$, hence $E_0<a$; this is `hlt`. Next,

$$(a-E_0)(b-E_0)=\left(R-\frac{b-a}{2}\right)\left(R+\frac{b-a}{2}\right)=t^2,$$

which is `hs`. The eigenvalue lemma then applies to the full matrix with $e=E_0$, and to the decoupled one with $e=a$ and zero coupling.

```lean
/-- Under the stated condition on `c`, the trial `(c, -1)` has the lower variational energy, but
its constrained lowest eigenvalue `a` lies above the exact one, which `(1, c)` reproduces. -/
theorem lower_energy_larger_bias {a b t c : ℝ} (hab : a < b) (ht : 0 < t) (hc : 0 < c)
    (h : 4 * t * c < (b - a) * (c ^ 2 - 1)) :
    energy (twoLevel a b t) ![c, -1] < energy (twoLevel a b t) ![1, c] ∧
    IsLowestEigenvalue (constrained (twoLevel a b t) ![c, -1]) a ∧
    IsLowestEigenvalue (constrained (twoLevel a b t) ![1, c]) (groundEnergy a b t) ∧
    IsLowestEigenvalue (twoLevel a b t) (groundEnergy a b t) ∧
    groundEnergy a b t < a := by
  obtain ⟨h1, h2⟩ := constrained_twoLevel a b ht hc
  have hlt : groundEnergy a b t < a := by
    have hr : (b - a) / 2 < Real.sqrt (((b - a) / 2) ^ 2 + t ^ 2) :=
      Real.lt_sqrt_of_sq_lt (by nlinarith [mul_pos ht ht])
    unfold groundEnergy
    linarith
  have hs : (a - groundEnergy a b t) * (b - groundEnergy a b t) = t ^ 2 := by
    have hq := Real.sq_sqrt (show 0 ≤ ((b - a) / 2) ^ 2 + t ^ 2 by positivity)
    unfold groundEnergy
    linear_combination hq
  have hg := twoLevel_lowest hs hlt.le (hlt.trans hab)
  rw [h1, h2]
  exact ⟨(energy_lt_iff a b t c).2 h, twoLevel_lowest (by ring) le_rfl hab, hg, hg, hlt⟩
```

**Q:** What breaks without the energy condition?

**A:** The ordering of the trial energies. Keep $a=0$, $b=3$, $t=2$ but take $c=2$. The condition would require $16<9$. The trial $(2,-1)$ has energy $11/5$ and $(1,2)$ has $4/5$, so here the variational ranking picks the trial with no bias. The constrained eigenvalues are still 0 and $-1$. The theorem describes trials that can mislead you, not a rule that lower energy is worse.

**Q:** Then perhaps misleading pairs need specially tuned levels.

**A:** They exist for every $a<b$ and $t>0$. Set $r=4t/(b-a)$ and $c=1+r$. Then

$$(b-a)(c^2-1)=(b-a)\,r\,(r+2)=4t(r+2)>4t(1+r)=4tc,$$

so the energy condition holds. The Lean proof introduces this `r` through the relation $(b-a)r=4t$ and passes the resulting inequality to the previous theorem. In the statement, `e` is the constrained lowest eigenvalue for `T`, while `e₀` is both the constrained one for `T'` and the exact one.

```lean
/-- For levels `a < b` with coupling `-t`, `t > 0`, there are two trials such that the one with the
lower variational energy has a constrained lowest eigenvalue above the exact lowest eigenvalue,
while the constrained lowest eigenvalue of the other equals the exact one. -/
theorem exists_misleading_trials {a b t : ℝ} (hab : a < b) (ht : 0 < t) :
    ∃ (T T' : Fin 2 → ℝ) (e e₀ : ℝ),
      energy (twoLevel a b t) T < energy (twoLevel a b t) T' ∧
      IsLowestEigenvalue (constrained (twoLevel a b t) T) e ∧
      IsLowestEigenvalue (constrained (twoLevel a b t) T') e₀ ∧
      IsLowestEigenvalue (twoLevel a b t) e₀ ∧ e₀ < e := by
  have hd : 0 < b - a := sub_pos.2 hab
  obtain ⟨r, hr, hm⟩ : ∃ r : ℝ, 0 < r ∧ (b - a) * r = 4 * t :=
    ⟨4 * t / (b - a), by positivity, by field_simp⟩
  have h : 4 * t * (1 + r) < (b - a) * ((1 + r) ^ 2 - 1) := by
    have h' : (b - a) * ((1 + r) ^ 2 - 1) = 4 * t * (r + 2) := by
      linear_combination (r + 2) * hm
    rw [h']
    nlinarith
  exact ⟨_, _, _, _, lower_energy_larger_bias hab ht (by linarith) h⟩
```

**Q:** And the original numbers?

**A:** They are the case $a=0$, $b=3$, $t=2$, $c=4$. The energies follow from the quotient formula. For the eigenvalue $-1$, the secular equation reads $(0+1)(3+1)=2^2$; for the decoupled matrix, $e=0$ gives $0\cdot3=0$. `norm_num` does this arithmetic.

```lean
/-- For `H = [[0, -2], [-2, 3]]` the trials `(4, -1)` and `(1, 4)` have energies `19/17` and
`32/17`, constrained lowest eigenvalues `0` and `-1`, and the exact lowest eigenvalue is `-1`. -/
theorem numerical_example :
    energy !![0, -2; -2, 3] ![4, -1] = 19 / 17 ∧
    energy !![0, -2; -2, 3] ![1, 4] = 32 / 17 ∧
    IsLowestEigenvalue (constrained !![0, -2; -2, 3] ![4, -1]) 0 ∧
    IsLowestEigenvalue (constrained !![0, -2; -2, 3] ![1, 4]) (-1) ∧
    IsLowestEigenvalue !![0, -2; -2, 3] (-1) := by
  have hH : (!![0, -2; -2, 3] : Matrix (Fin 2) (Fin 2) ℝ) = twoLevel 0 3 2 := rfl
  obtain ⟨h1, h2⟩ := constrained_twoLevel 0 3 (t := 2) (c := 4) (by norm_num) (by norm_num)
  have hg : IsLowestEigenvalue (twoLevel 0 3 2) (-1) :=
    twoLevel_lowest (by norm_num) (by norm_num) (by norm_num)
  rw [hH, h1, h2, energy_twoLevel, energy_twoLevel]
  exact ⟨by norm_num, by norm_num,
    twoLevel_lowest (by norm_num) le_rfl (by norm_num), hg, hg⟩

end

end TrialEnergyVersusConstraintBias
```

```lean
#print axioms TrialEnergyVersusConstraintBias.constrained_rescale
-- 'TrialEnergyVersusConstraintBias.constrained_rescale' depends on axioms: [propext, Classical.choice, Quot.sound]
#print axioms TrialEnergyVersusConstraintBias.lower_energy_larger_bias
-- 'TrialEnergyVersusConstraintBias.lower_energy_larger_bias' depends on axioms: [propext, Classical.choice, Quot.sound]
#print axioms TrialEnergyVersusConstraintBias.exists_misleading_trials
-- 'TrialEnergyVersusConstraintBias.exists_misleading_trials' depends on axioms: [propext, Classical.choice, Quot.sound]
#print axioms TrialEnergyVersusConstraintBias.numerical_example
-- 'TrialEnergyVersusConstraintBias.numerical_example' depends on axioms: [propext, Classical.choice, Quot.sound]
```

**Q:** So what may I carry over to a many-body lattice run?

**A:** A warning, obtained from a two-level model with plain deletion of couplings: a lower variational energy does not by itself guarantee a smaller constraint bias. The model itself has no sign problem: its coupling is negative, so every positive trial leaves $H$ intact. The size of the effect in your system, and how often it occurs among optimised trial functions, are separate questions. If your code includes the sign-flip term, its constrained energies are upper bounds for a real symmetric Hamiltonian, so you can compare the candidates directly by those energies, within their statistical errors.
